# For x > 0, the Landau-level factors exp(−(2n+1)x) sum to 1/(2 sinh x)

The declaration `scalar_landau_sum` states that for real x > 0 the series of exp(−(2n+1)x) over n = 0, 1, 2, … converges to 1/(2 sinh x). With x = βħω/2, where ω is the cyclotron frequency, these are the Boltzmann factors of the Landau levels ħω(n + 1/2) of a single spinless charged particle, each level counted once, with no degeneracy factor and no motion along the field. The statement itself concerns only the real series; no Hamiltonian appears in it. The proof writes each term as exp(−x) times a power of exp(−2x), sums the geometric series, and uses 1 − exp(−2x) = exp(−x) · 2 sinh x to reach the closed form.

The first attempt, which Lean rejects:

```lean
import Mathlib

open Real Filter Topology

namespace ScalarLandauSum

noncomputable section

/-- The scalar Landau sum: for `x > 0` the factors `exp (-(2n+1)x)` add up to
`1 / (2 sinh x)`. -/
theorem scalar_landau_sum {x : ℝ} (hx : 0 < x) :
    HasSum (fun n : ℕ => exp (-(2 * (n : ℝ) + 1) * x)) (1 / (2 * sinh x)) := by
  have hr : exp (-2 * x) < 1 := Real.exp_lt_one (by linarith)
  have h := (hasSum_geometric_of_lt_one (Real.exp_pos (-2 * x)).le hr).mul_left (exp (-x))
  have e : (fun n : ℕ => exp (-(2 * (n : ℝ) + 1) * x))
      = fun n : ℕ => exp (-x) * exp (-2 * x) ^ n := by
    funext n
    rw [← Real.exp_nat_mul, ← Real.exp_add]
    congr 1
    ring
  -- the geometric denominator is a hyperbolic sine up to a factor `exp (-x)`
  have h1 : exp (-x) * exp x = 1 := by rw [← Real.exp_add]; simp
  have h2 : exp (-2 * x) = exp (-x) * exp (-x) := by
    rw [← Real.exp_add]
    congr 1
    ring
  have h3 : 1 - exp (-2 * x) = exp (-x) * (2 * sinh x) := by
    rw [Real.sinh_eq]
    linear_combination -h1 - h2
  have h4 : exp (-x) * (1 - exp (-2 * x))⁻¹ = 1 / (2 * sinh x) := by
    rw [h3, mul_inv, ← mul_assoc, mul_inv_cancel₀ (Real.exp_pos (-x)).ne', one_mul, one_div]
  rw [e, ← h4]
  exact h

end

end ScalarLandauSum
```

Lean reports:

```
Main.lean:13:32: error(lean.unknownIdentifier): Unknown constant `Real.exp_lt_one`
```

Lean accepts the file once it reads:

```diff
@@ -11,5 +11,5 @@
 theorem scalar_landau_sum {x : ℝ} (hx : 0 < x) :
     HasSum (fun n : ℕ => exp (-(2 * (n : ℝ) + 1) * x)) (1 / (2 * sinh x)) := by
-  have hr : exp (-2 * x) < 1 := Real.exp_lt_one (by linarith)
+  have hr : exp (-2 * x) < 1 := Real.exp_lt_one_iff.mpr (by linarith)
   have h := (hasSum_geometric_of_lt_one (Real.exp_pos (-2 * x)).le hr).mul_left (exp (-x))
   have e : (fun n : ℕ => exp (-(2 * (n : ℝ) + 1) * x))
```

The one error is a missing name. The step `hr` needs exp(−2x) < 1, so that the geometric series converges, and it cites `Real.exp_lt_one`. Lean reports this as an unknown constant: no declaration of that name is available in the Mathlib being imported. The inequality itself is true, and the plan of the proof is not at fault.

The repair cites `Real.exp_lt_one_iff` instead, which says that the exponential of a real number is less than 1 exactly when that number is negative. Since this is an equivalence and not an implication, it can't simply be applied to a proof of negativity; `.mpr` picks out the direction from right to left. What remains to be shown is `-2 * x < 0`, which `linarith` gets from `hx : 0 < x`. The rest of the proof is unchanged.
